# A correlation energy from RPA with exchange has a cusp with infinite slopes at U = 2t in the Hubbard dimer

Suppose you compute the correlation energy of stretched H₂ in a two-site model from the spin-conserving excitation frequencies of the random-phase approximation (RPA) with exchange, and differentiate it numerically with respect to the on-site repulsion U, at the point where the spin-symmetric mean-field solution gives way to a spin-polarized one. The slope does not converge. As the step shrinks, backward difference quotients run off to −∞ and forward ones to +∞, although the energy itself is continuous. If you don't know this, you may look for a bug that isn't there. In this two-site model, the divergence belongs to the energy function, and no finer grid removes it.

## Two electrons on two sites

The Hubbard dimer has hopping t > 0 and on-site repulsion U ≥ 0. Stretching the bond lowers t and so raises U/t. The spin-up electron occupies the normalized real orbital (c, s), with amplitudes c and s on the two sites, and the spin-down electron occupies the mirror image (s, c). Each electron feels the density of the other, so the spin-up Fock matrix has diagonal entries Us² and Uc² and off-diagonal entries −t.

Let ε and ε′ be the energies of the occupied orbital (c, s) and the empty orbital (−s, c). There is one spin-conserving excitation per spin, with gap Δ = ε′ − ε. The two excitations interact through the on-site repulsion K between their transition densities. For parallel spins the direct and exchange terms cancel, so the matrices of RPA with exchange are

A = [[Δ, K], [K, Δ]],  B = [[0, K], [K, 0]].

More than one correlation-energy expression is in use for RPA with exchange. The one taken here is half the difference between the sum of the RPA frequencies and the trace of A. Direct RPA, which drops the exchange terms and so keeps a repulsion K between parallel spins as well, is a different method: its frequencies are Δ and √(Δ(Δ + 4K)), and its slopes at U = 2t are finite.

## What is claimed at U = 2t

In the code, `fock`, `coupling`, `rpaA` and `rpaB` are the objects just described, and `rpaEnergy Δ K` is the correlation energy. The function `dimerEnergy t U` uses the restricted values Δ = 2t, K = U/2 up to U = 2t, and the unrestricted values Δ = U, K = 2t²/U beyond.

The theorem `coulsonFischer_cusp` is named after the Coulson–Fischer point, where the unrestricted solution branches off from the restricted one. It assumes only t > 0. It states that `dimerEnergy t` is continuous at 2t, and that the quotient

(E(U) − E(2t)) / (U − 2t)

tends to −∞ (`atBot`) as U approaches 2t from below (`𝓝[<]`) and to +∞ (`atTop`) as U approaches from above (`𝓝[>]`). Here E(U) stands for `dimerEnergy t U`.

The variable is U at fixed t, not a bond length. The energy expression is taken as a definition, with spin-flip excitations left out, and the switch of reference at 2t is part of that definition. The code does not compare mean-field energies, but such a comparison agrees with the switch: beyond 2t the unrestricted energy −2t²/U lies below the restricted energy U/2 − 2t. Lean's square root returns 0 for negative arguments, so the function is defined for every real U, but it is used here only for U ≥ 0.

## Gap and coupling from the Fock equations

The equations for the occupied orbital are

Us²c − ts = εc,
−tc + Uc²s = εs.

Multiply the first by s and the second by c, and subtract:

(c² − s²)(t − Ucs) = 0.

Taking expectation values in the two orbitals gives

ε = 2Uc²s² − 2tcs,
ε′ = U(c⁴ + s⁴) + 2tcs,

so that

Δ = U(c² − s²)² + 4tcs.

The transition densities are both (−cs, cs), hence K = 2Uc²s².

Take amplitudes of equal sign, cs > 0, as in a bonding orbital. If c² = s², then cs = 1/2, which gives Δ = 2t and K = U/2. Otherwise cs = t/U. Then (c² − s²)² = 1 − 4t²/U², which gives Δ = U and K = 2t²/U. Since 2cs ≤ c² + s² = 1, this branch needs U ≥ 2t.

## Two frequencies, one of them soft

The frequencies ω solve det((A − B)(A + B) − ω²) = 0. Here A − B is Δ times the identity, and A + B has eigenvalues Δ ± 2K, so

ω² = Δ(Δ + 2K) or ω² = Δ(Δ − 2K).

Both are nonnegative when 0 ≤ 2K ≤ Δ, which holds on each branch in its own range of U. The lower mode moves the two spins in opposition. Inserting the branches gives

E(U) = (√(2t(2t + U)) + √(2t(2t − U)))/2 − 2t for 0 ≤ U ≤ 2t,
E(U) = (√(U² + 4t²) + √(U² − 4t²))/2 − U for U ≥ 2t.

At U = 2t both formulas give (√2 − 2)t, so E is continuous there. The lower frequency vanishes at this point from either side.

## The slopes on either side

On the left, put d = 2t − U > 0. The soft mode contributes √(2td)/2 to the energy, and dividing by U − 2t = −d gives

−√(2td)/(2d) = −√(t/(2d)) → −∞.

The remaining terms are differentiable at 2t, with slope 1/(4√2), and cannot compensate.

On the right, put d = U − 2t > 0. Since U² − 4t² = (U + 2t)d, the soft mode contributes

√((U + 2t)d)/(2d) = √((U + 2t)/(4d)) → +∞,

and the remaining terms have the finite slope 1/(2√2) − 1.

## Numbers for t = 12

The junction is at U = 24, where E = (√2 − 2)·12 ≈ −7.029.

At U = 25 the orbital (4/5, 3/5) is self-consistent, because cs = 12/25 = t/U. Its Fock matrix is [[9, −12], [−12, 16]], with orbital energies 0 and 25. The energy is

E(25) = (√1201 + √49)/2 − 25 ≈ −4.172,

so the forward quotient with step 1 is about 2.86. On the other side,

E(23) = (√1128 + √24)/2 − 24 ≈ −4.758,

and the backward quotient is about −2.27. With step 0.01 the two quotients are about 34.0 and −24.3.

## The complete file

```lean
import Mathlib

open Matrix Filter Topology

namespace DimerRPA

noncomputable section

/-- Spin-up Fock matrix of the Hubbard dimer in the site basis, when the occupied orbitals are
`(c, s)` for spin up and the mirror image `(s, c)` for spin down. -/
def fock (U t c s : ℝ) : Matrix (Fin 2) (Fin 2) ℝ :=
  !![U * s ^ 2, -t; -t, U * c ^ 2]

/-- On-site repulsion between the spin-up transition density, from `(c, s)` to `(-s, c)`, and the
spin-down transition density, from `(s, c)` to `(-c, s)`. -/
def coupling (U c s : ℝ) : ℝ :=
  U * ∑ x : Fin 2, (![c, s] x * ![-s, c] x) * (![s, c] x * ![-c, s] x)

/-- RPA matrix `A` for the two spin-conserving excitations with gap `Δ` and coupling `K`. -/
def rpaA (Δ K : ℝ) : Matrix (Fin 2) (Fin 2) ℝ := !![Δ, K; K, Δ]

/-- RPA matrix `B`, which couples excitations to de-excitations of the opposite spin. -/
def rpaB (K : ℝ) : Matrix (Fin 2) (Fin 2) ℝ := !![0, K; K, 0]

/-- RPA correlation energy for `0 ≤ 2K ≤ Δ`: half the difference between the sum of the two
RPA frequencies and the trace of `A`. -/
def rpaEnergy (Δ K : ℝ) : ℝ :=
  (√(Δ * (Δ + 2 * K)) + √(Δ * (Δ - 2 * K)) - (rpaA Δ K).trace) / 2

/-- RPA correlation energy of the dimer for `t > 0` and `U ≥ 0`, on the restricted reference up to
`U = 2t` and on the unrestricted reference beyond. -/
def dimerEnergy (t U : ℝ) : ℝ :=
  if U ≤ 2 * t then rpaEnergy (2 * t) (U / 2) else rpaEnergy U (2 * t ^ 2 / U)

/-- For `t > 0`, a self-consistent normalized occupied orbital with amplitudes of equal sign has
either gap `2t` and coupling `U/2`, or gap `U` and coupling `2t²/U`; the latter needs `U ≥ 2t`. -/
theorem meanField_branches {U t c s ε ε' : ℝ} (ht : 0 < t) (hn : c ^ 2 + s ^ 2 = 1)
    (hcs : 0 < c * s) (ho : fock U t c s *ᵥ ![c, s] = ε • ![c, s])
    (hv : fock U t c s *ᵥ ![-s, c] = ε' • ![-s, c]) :
    (ε' - ε = 2 * t ∧ coupling U c s = U / 2) ∨
      (2 * t ≤ U ∧ ε' - ε = U ∧ coupling U c s = 2 * t ^ 2 / U) := by
  have e1 := congrFun ho 0
  have e2 := congrFun ho 1
  have v1 := congrFun hv 0
  have v2 := congrFun hv 1
  simp [fock, Matrix.mulVec, dotProduct, Fin.sum_univ_two] at e1 e2 v1 v2
  -- orbital energies as expectation values
  have hε : ε = 2 * U * s ^ 2 * c ^ 2 - 2 * t * c * s := by
    linear_combination -c * e1 - s * e2 - ε * hn
  have hε' : ε' = U * (s ^ 4 + c ^ 4) + 2 * t * c * s := by
    linear_combination s * v1 - c * v2 - ε' * hn
  have hK : coupling U c s = 2 * U * (c * s) ^ 2 := by
    simp [coupling, Fin.sum_univ_two]
    ring
  -- the self-consistency condition factorizes into the two branches
  have hfac : (c ^ 2 - s ^ 2) * (t - U * c * s) = 0 := by
    linear_combination s * e1 - c * e2
  rcases mul_eq_zero.1 hfac with h1 | h2
  · left
    have hc : c ^ 2 = 1 / 2 := by linarith
    have hs : s ^ 2 = 1 / 2 := by linarith
    have q : (c * s) ^ 2 = (1 / 2 : ℝ) ^ 2 := by
      rw [mul_pow, hc, hs]
      norm_num
    have hh : c * s = 1 / 2 := (sq_eq_sq₀ hcs.le (by norm_num)).1 q
    refine ⟨?_, ?_⟩
    · linear_combination hε' - hε + U * (c ^ 2 - s ^ 2) * h1 + 4 * t * hh
    · rw [hK, hh]
      ring
  · right
    have hU : 0 < U := by
      by_contra h
      have := mul_nonpos_of_nonpos_of_nonneg (not_lt.1 h) hcs.le
      linarith
    have hd : U * (c - s) ^ 2 = U - 2 * t := by linear_combination U * hn + 2 * h2
    have hp : 0 ≤ U * (c - s) ^ 2 := by positivity
    refine ⟨by linarith, ?_, ?_⟩
    · linear_combination hε' - hε + U * (c ^ 2 + s ^ 2 + 1) * hn + 4 * c * s * h2
    · rw [hK, eq_div_iff hU.ne']
      linear_combination (-2) * (t + U * c * s) * h2

/-- At `U = 25`, `t = 12` the spin-polarized orbital `(4/5, 3/5)` is self-consistent, with
orbital energies `0` and `25`. -/
theorem meanField_branches_witness :
    (4 / 5 : ℝ) ^ 2 + (3 / 5) ^ 2 = 1 ∧ (0 : ℝ) < 4 / 5 * (3 / 5) ∧
      fock 25 12 (4 / 5) (3 / 5) *ᵥ ![4 / 5, 3 / 5] = (0 : ℝ) • ![4 / 5, 3 / 5] ∧
      fock 25 12 (4 / 5) (3 / 5) *ᵥ ![-(3 / 5), 4 / 5] = (25 : ℝ) • ![-(3 / 5), 4 / 5] := by
  refine ⟨by norm_num, by norm_num, ?_, ?_⟩ <;> ext i <;> fin_cases i <;>
    simp [fock, Matrix.mulVec, dotProduct, Fin.sum_univ_two] <;> norm_num

/-- For `0 ≤ 2K ≤ Δ`, the nonnegative solutions of the squared RPA equation are the two
frequencies `√(Δ(Δ + 2K))` and `√(Δ(Δ - 2K))`. -/
theorem rpa_frequencies {Δ K ω : ℝ} (hK : 0 ≤ K) (hΔ : 2 * K ≤ Δ) (hω : 0 ≤ ω) :
    ((rpaA Δ K - rpaB K) * (rpaA Δ K + rpaB K) - ω ^ 2 • (1 : Matrix (Fin 2) (Fin 2) ℝ)).det = 0
      ↔ ω = √(Δ * (Δ + 2 * K)) ∨ ω = √(Δ * (Δ - 2 * K)) := by
  have hdet : ((rpaA Δ K - rpaB K) * (rpaA Δ K + rpaB K)
      - ω ^ 2 • (1 : Matrix (Fin 2) (Fin 2) ℝ)).det
      = (Δ * (Δ + 2 * K) - ω ^ 2) * (Δ * (Δ - 2 * K) - ω ^ 2) := by
    simp [rpaA, rpaB, Matrix.det_fin_two]
    ring
  have key : ∀ a : ℝ, 0 ≤ a → (a - ω ^ 2 = 0 ↔ ω = √a) := by
    intro a ha
    constructor
    · intro h
      rw [show a = ω ^ 2 by linarith, Real.sqrt_sq hω]
    · intro h
      rw [h, Real.sq_sqrt ha, sub_self]
  have h0 : 0 ≤ Δ := by linarith
  rw [hdet, mul_eq_zero, key _ (mul_nonneg h0 (by linarith)),
    key _ (mul_nonneg h0 (by linarith))]

/-- Closed form of the correlation energy on the restricted side, `U ≤ 2t`. -/
theorem energy_restricted {t U : ℝ} (h : U ≤ 2 * t) :
    dimerEnergy t U = (√(2 * t * (2 * t + U)) + √(2 * t * (2 * t - U))) / 2 - 2 * t := by
  rw [dimerEnergy, if_pos h, rpaEnergy, show 2 * (U / 2) = U by ring, rpaA,
    Matrix.trace_fin_two_of]
  ring

/-- Closed form of the correlation energy on the unrestricted side, `U ≥ 2t > 0`. -/
theorem energy_unrestricted {t U : ℝ} (ht : 0 < t) (h : 2 * t ≤ U) :
    dimerEnergy t U = (√(U ^ 2 + 4 * t ^ 2) + √(U ^ 2 - 4 * t ^ 2)) / 2 - U := by
  rcases h.eq_or_lt with h | h
  · -- at the junction the restricted formula gives the same value
    subst h
    rw [energy_restricted le_rfl,
      show 2 * t * (2 * t + 2 * t) = (2 * t) ^ 2 + 4 * t ^ 2 by ring,
      show 2 * t * (2 * t - 2 * t) = (2 * t) ^ 2 - 4 * t ^ 2 by ring]
  · have hU : U ≠ 0 := by linarith
    have hk : U * (2 * t ^ 2 / U) = 2 * t ^ 2 := mul_div_cancel₀ _ hU
    rw [dimerEnergy, if_neg (not_le.2 h), rpaEnergy, rpaA, Matrix.trace_fin_two_of,
      show U * (U + 2 * (2 * t ^ 2 / U)) = U ^ 2 + 4 * t ^ 2 by linear_combination 2 * hk,
      show U * (U - 2 * (2 * t ^ 2 / U)) = U ^ 2 - 4 * t ^ 2 by linear_combination -2 * hk]
    ring

/-- A soft mode of frequency `√(p d)`, with `d` tending to zero from above and `p` to a positive
limit, vanishes so slowly that its ratio to `d` diverges. -/
theorem softMode_ratio {l : Filter ℝ} {p d : ℝ → ℝ} {P : ℝ} (hd : Tendsto d l (𝓝[>] 0))
    (hp : Tendsto p l (𝓝 P)) (hP : 0 < P) :
    Tendsto (fun x => √(p x * d x) / d x) l atTop := by
  obtain ⟨hd0, hpos⟩ := tendsto_nhdsWithin_iff.1 hd
  have h1 : Tendsto (fun x => √(p x)) l (𝓝 √P) := (Real.continuous_sqrt.tendsto P).comp hp
  have h0 : Tendsto (fun x => √(d x)) l (𝓝 0) := by
    have := (Real.continuous_sqrt.tendsto 0).comp hd0
    rwa [Real.sqrt_zero] at this
  have h2 : Tendsto (fun x => (√(d x))⁻¹) l atTop :=
    tendsto_inv_nhdsGT_zero.comp
      (tendsto_nhdsWithin_iff.2 ⟨h0, hpos.mono fun x hx => Real.sqrt_pos.2 hx⟩)
  refine (h1.pos_mul_atTop (Real.sqrt_pos.2 hP) h2).congr' ?_
  filter_upwards [hpos] with x hx
  have hx' : 0 < d x := hx
  have e : (√(d x))⁻¹ * d x = √(d x) := by
    rw [inv_mul_eq_iff_eq_mul₀ (Real.sqrt_pos.2 hx').ne']
    exact (Real.mul_self_sqrt hx'.le).symm
  rw [Real.sqrt_mul' _ hx'.le, eq_div_iff hx'.ne', mul_assoc, e]

/-- For `t > 0` the RPA correlation energy of the dimer is continuous at `U = 2t`, where its
difference quotients tend to minus infinity from the left and to plus infinity from the right. -/
theorem coulsonFischer_cusp {t : ℝ} (ht : 0 < t) :
    ContinuousAt (dimerEnergy t) (2 * t) ∧
      Tendsto (fun U => (dimerEnergy t U - dimerEnergy t (2 * t)) / (U - 2 * t))
        (𝓝[<] (2 * t)) atBot ∧
      Tendsto (fun U => (dimerEnergy t U - dimerEnergy t (2 * t)) / (U - 2 * t))
        (𝓝[>] (2 * t)) atTop := by
  refine ⟨?_, ?_, ?_⟩
  · rw [continuousAt_iff_continuous_left_right]
    constructor
    · have hc : Continuous fun U : ℝ =>
          (√(2 * t * (2 * t + U)) + √(2 * t * (2 * t - U))) / 2 - 2 * t := by fun_prop
      exact hc.continuousWithinAt.congr (fun U hU => energy_restricted hU)
        (energy_restricted le_rfl)
    · have hc : Continuous fun U : ℝ =>
          (√(U ^ 2 + 4 * t ^ 2) + √(U ^ 2 - 4 * t ^ 2)) / 2 - U := by fun_prop
      exact hc.continuousWithinAt.congr (fun U hU => energy_unrestricted ht hU)
        (energy_unrestricted ht le_rfl)
  · -- the stiff mode has a finite slope, the soft mode an infinite one
    have hne : 2 * t * (2 * t + 2 * t) ≠ 0 := by positivity
    have hr : DifferentiableAt ℝ (fun U : ℝ => √(2 * t * (2 * t + U))) (2 * t) :=
      DifferentiableAt.sqrt (by fun_prop) hne
    have hs := (hr.hasDerivAt.tendsto_slope.mono_left
      (nhdsWithin_mono (2 * t) fun x (hx : x < 2 * t) => hx.ne)).div_const 2
    have hc : Continuous fun U : ℝ => 2 * t - U := by fun_prop
    have hd : Tendsto (fun U : ℝ => 2 * t - U) (𝓝[<] (2 * t)) (𝓝[>] 0) :=
      tendsto_nhdsWithin_iff.2 ⟨(hc.tendsto' _ _ (sub_self _)).mono_left nhdsWithin_le_nhds, by
        filter_upwards [self_mem_nhdsWithin] with U hU
        exact Set.mem_Ioi.2 (sub_pos.2 (Set.mem_Iio.1 hU))⟩
    have hsoft := (softMode_ratio hd (tendsto_const_nhds (x := 2 * t)) (by positivity)).atTop_div_const
      (two_pos : (0 : ℝ) < 2)
    refine (hs.add_atBot (tendsto_neg_atTop_atBot.comp hsoft)).congr' ?_
    filter_upwards [self_mem_nhdsWithin] with U hU
    have hflip : √(2 * t * (2 * t - U)) / (2 * t - U)
        = -(√(2 * t * (2 * t - U)) / (U - 2 * t)) := by
      rw [← div_neg, neg_sub]
    rw [energy_restricted (le_of_lt hU), energy_restricted le_rfl, sub_self (2 * t), mul_zero,
      Real.sqrt_zero]
    simp only [Function.comp_apply, slope_def_field]
    rw [hflip]
    ring
  · have hne : (2 * t) ^ 2 + 4 * t ^ 2 ≠ 0 := by positivity
    have hq : DifferentiableAt ℝ (fun U : ℝ => √(U ^ 2 + 4 * t ^ 2)) (2 * t) :=
      DifferentiableAt.sqrt (by fun_prop) hne
    have hr : DifferentiableAt ℝ (fun U : ℝ => √(U ^ 2 + 4 * t ^ 2) / 2 - U) (2 * t) :=
      (hq.div_const 2).sub differentiableAt_id
    have hs := hr.hasDerivAt.tendsto_slope.mono_left
      (nhdsWithin_mono (2 * t) fun x (hx : 2 * t < x) => hx.ne')
    have hc : Continuous fun U : ℝ => U - 2 * t := by fun_prop
    have hd : Tendsto (fun U : ℝ => U - 2 * t) (𝓝[>] (2 * t)) (𝓝[>] 0) :=
      tendsto_nhdsWithin_iff.2 ⟨(hc.tendsto' _ _ (sub_self _)).mono_left nhdsWithin_le_nhds, by
        filter_upwards [self_mem_nhdsWithin] with U hU
        exact Set.mem_Ioi.2 (sub_pos.2 (Set.mem_Ioi.1 hU))⟩
    have hcp : Continuous fun U : ℝ => U + 2 * t := by fun_prop
    have hp : Tendsto (fun U : ℝ => U + 2 * t) (𝓝[>] (2 * t)) (𝓝 (2 * t + 2 * t)) :=
      (hcp.tendsto (2 * t)).mono_left nhdsWithin_le_nhds
    have hsoft := (softMode_ratio hd hp (by positivity)).atTop_div_const
      (two_pos : (0 : ℝ) < 2)
    refine (hs.add_atTop hsoft).congr' ?_
    filter_upwards [self_mem_nhdsWithin] with U hU
    rw [energy_unrestricted ht (le_of_lt hU), energy_unrestricted ht le_rfl,
      show (2 * t) ^ 2 - 4 * t ^ 2 = 0 by ring, Real.sqrt_zero,
      show U ^ 2 - 4 * t ^ 2 = (U + 2 * t) * (U - 2 * t) by ring]
    simp only [slope_def_field]
    ring

end

end DimerRPA
```

```lean
#print axioms DimerRPA.meanField_branches
#print axioms DimerRPA.rpa_frequencies
#print axioms DimerRPA.coulsonFischer_cusp
```

```
'DimerRPA.meanField_branches' depends on axioms: [propext, Classical.choice, Quot.sound]
'DimerRPA.rpa_frequencies' depends on axioms: [propext, Classical.choice, Quot.sound]
'DimerRPA.coulsonFischer_cusp' depends on axioms: [propext, Classical.choice, Quot.sound]
```

## From orbital equations to diverging quotients

`meanField_branches` reads the two eigenvector equations component by component. The named steps follow the derivation above: `hε` and `hε'` are the expectation values, `hK` is the coupling, and `hfac` is the factorized condition. The case split on `hfac` yields the two branches. The bound U ≥ 2t comes from U(c − s)² = U − 2t, whose left side is nonnegative. `meanField_branches_witness` checks the orbital at U = 25, t = 12.

`rpa_frequencies` factorizes the determinant in `hdet`. For a nonnegative number a, `key` then turns a − ω² = 0 into ω = √a, using ω ≥ 0. The two roots coincide when K = 0.

`energy_restricted` and `energy_unrestricted` insert gap and coupling into the definition. The second also covers U = 2t, where `dimerEnergy` uses the restricted values, by showing that the two formulas agree there. Each side of the junction thus has one closed formula that includes the endpoint.

`softMode_ratio` isolates the divergence. For d tending to 0 from above and p tending to a positive limit, it uses

√(pd)/d = √p · (1/√d),

where the first factor has a positive limit and the second tends to +∞.

In `coulsonFischer_cusp`, continuity is proved separately from the left and from the right, by replacing the energy with the continuous closed formula on that side. For the quotients, `hs` gives the finite slope of the differentiable part and `hsoft` the divergence of the soft mode. On the left p is the constant 2t, and `hflip` supplies the minus sign that comes from dividing by U − 2t instead of 2t − U. On the right p is U + 2t, which tends to 4t. A finite limit plus a divergent term diverges, which is what `add_atBot` and `add_atTop` provide.
